# Time averaging is linear over finite weighted sums of continuous real signals

Take finitely many modes, each with a real weight `A k` and two continuous real signals `f k` and `g k`. The lemma says that the time average of the total signal `∑ k, A k * (f k s + g k s)` over the window from `0` to `S` equals the sum over modes of `A k` times the sum of the two separate averages. The signals are arbitrary continuous functions, with no equation of motion assumed, and `S` is any real number; at `S = 0` both sides are zero, because Lean sets `1 / 0 = 0`. The attempt unfolds the average, exchanges the integral with the finite sum, and then compares the two sides mode by mode, using linearity of the integral.

Lean 4 with Mathlib refuses this proof:

```lean
import Mathlib

open Filter Topology Real

namespace TimeAverageSum

noncomputable section

variable {E : Type*} [NormedAddCommGroup E] [InnerProductSpace ℝ E] {n : ℕ}

/-- Average of a signal over the time window from `0` to `S`, for `S ≠ 0`. -/
def timeAverage (f : ℝ → ℝ) (S : ℝ) : ℝ := (1 / S) * ∫ s in (0 : ℝ)..S, f s

/-- Time averaging is linear over a finite sum of modes, each carrying two continuous
signals with a common weight. -/
theorem timeAverage_sum (A : Fin n → ℝ) (f g : Fin n → ℝ → ℝ)
    (hf : ∀ k, Continuous (f k)) (hg : ∀ k, Continuous (g k)) (S : ℝ) :
    timeAverage (fun s => ∑ k, A k * (f k s + g k s)) S =
      ∑ k, A k * (timeAverage (f k) S + timeAverage (g k) S) := by
  unfold timeAverage
  rw [intervalIntegral.integral_finset_sum (fun k _ =>
    (continuous_const.mul ((hf k).add (hg k))).intervalIntegrable _ _), Finset.mul_sum]
  refine Finset.sum_congr rfl fun k _ => ?_
  rw [intervalIntegral.integral_const_mul, intervalIntegral.integral_add
    ((hf k).intervalIntegrable _ _) ((hg k).intervalIntegrable _ _)]
  ring

end

end TimeAverageSum
```

The compiler's answer:

```
Main.lean:21:6: warning: `intervalIntegral.integral_finset_sum` has been deprecated: Use `intervalIntegral.integral_finsetSum` instead
Main.lean:21:6: error: Tactic `rewrite` failed: Did not find an occurrence of the pattern
  ∫ (x : ℝ) in ?m.87..?m.88, ∑ i ∈ ?m.52, ((fun x => ?m.85 i) * (f i + g i)) x ∂?m.86
in the target expression
  1 / S * ∫ (s : ℝ) in 0..S, (fun s => ∑ k, A k * (f k s + g k s)) s =
    ∑ k, A k * ((1 / S * ∫ (s : ℝ) in 0..S, f k s) + 1 / S * ∫ (s : ℝ) in 0..S, g k s)

n : ℕ
A : Fin n → ℝ
f g : Fin n → ℝ → ℝ
hf : ∀ (k : Fin n), Continuous (f k)
hg : ∀ (k : Fin n), Continuous (g k)
S : ℝ
⊢ 1 / S * ∫ (s : ℝ) in 0..S, (fun s => ∑ k, A k * (f k s + g k s)) s =
    ∑ k, A k * ((1 / S * ∫ (s : ℝ) in 0..S, f k s) + 1 / S * ∫ (s : ℝ) in 0..S, g k s)
```

Diagnosis. The error is that the first `rw` finds nothing to rewrite. Lean reads the summand off the continuity proof supplied, and `Continuous.mul` and `Continuous.add` give it as a product of functions applied to a point, `((fun x => ?m.85 i) * (f i + g i)) x`. The goal has the pointwise expression `A k * (f k s + g k s)`. With `?m.85 i` taken to be `A i`, the two agree by definition, but `rw` does not unfold function arithmetic far enough to see it.

The repair states continuity (`hc`) and the exchange of sum and integral (`hsum`) in pointwise form, so the left side of `hsum` has the goal's shape. The `show` line replaces the unreduced application `(fun s => …) s` left by `unfold` with its value, so that the integrand reads exactly as in `hsum`.

Stating `hadd` separately fixes the form of the later splitting step in the same way; Lean never reached that step, so the messages don't show whether it needed changing. The new name `integral_finsetSum` only answers the deprecation warning.

The mended proof, as a diff:

```diff
@@ -18,10 +18,22 @@
     timeAverage (fun s => ∑ k, A k * (f k s + g k s)) S =
       ∑ k, A k * (timeAverage (f k) S + timeAverage (g k) S) := by
+  have hc : ∀ k, Continuous fun s => A k * (f k s + g k s) := by
+    intro k
+    have h1 := hf k
+    have h2 := hg k
+    fun_prop
+  -- exchange the integral with the sum over modes
+  have hsum : ∫ s in (0 : ℝ)..S, ∑ k, A k * (f k s + g k s) =
+      ∑ k, ∫ s in (0 : ℝ)..S, A k * (f k s + g k s) :=
+    intervalIntegral.integral_finsetSum (fun k _ => (hc k).intervalIntegrable _ _)
   unfold timeAverage
-  rw [intervalIntegral.integral_finset_sum (fun k _ =>
-    (continuous_const.mul ((hf k).add (hg k))).intervalIntegrable _ _), Finset.mul_sum]
+  show 1 / S * ∫ s in (0 : ℝ)..S, ∑ k, A k * (f k s + g k s) = _
+  rw [hsum, Finset.mul_sum]
   refine Finset.sum_congr rfl fun k _ => ?_
-  rw [intervalIntegral.integral_const_mul, intervalIntegral.integral_add
-    ((hf k).intervalIntegrable _ _) ((hg k).intervalIntegrable _ _)]
+  have hadd : ∫ s in (0 : ℝ)..S, (f k s + g k s) =
+      (∫ s in (0 : ℝ)..S, f k s) + ∫ s in (0 : ℝ)..S, g k s :=
+    intervalIntegral.integral_add ((hf k).intervalIntegrable _ _)
+      ((hg k).intervalIntegrable _ _)
+  rw [intervalIntegral.integral_const_mul, hadd]
   ring
 
```
